# The elastic weight of finitely many nonnegative lines with gap $g$, from a time average over $[0,T]$, to within $2(C(0)-s)/(gT)$

## Lines, weights and the time window

A correlation function with finitely many spectral lines is

$$C(t)=\sum_j c_j\,e^{i w_j t},$$

where $c_j$ is the real weight of line $j$ and $w_j$ its real angular frequency. Several lines may share a frequency. A line with $w_j=0$ is called elastic, any other line inelastic. The elastic weight is

$$s=\sum_{j:\,w_j=0}c_j ,$$

and the average over a window of length $T>0$ is

$$A_T=\frac1T\int_0^T C(t)\,dt .$$

At $t=0$ all phases equal one, so $C(0)=\sum_j c_j$ is real and $C(0)-s$ is the total inelastic weight.

## Where such a sum comes from

Take a quantum system with finitely many levels $E_n$, occupied with stationary probabilities $p_n$, and an observable or scattering operator $A$. Inserting the energy eigenstates gives

$$\langle A^\dagger(0)A(t)\rangle=\sum_{m,n}p_n\,|\langle m|A|n\rangle|^2\,e^{i(E_m-E_n)t/\hbar}.$$

The lines are labelled by pairs $(m,n)$, and their weights are nonnegative because they are probabilities times squared moduli. If $A$ is a Fourier component of the density, this is, up to normalisation, an intermediate scattering function. Its elastic weight is the strength of the sharp peak at zero energy transfer.

A simulation follows $C(t)$ only up to some time $T$. Within that time a slow inelastic line looks much like an elastic one, so the error must depend on how close to zero the inelastic frequencies come. This is expressed by a number $g>0$ with $|w_j|\ge g$ for every inelastic line. In the example above, $\hbar g$ is a lower bound on the magnitude of the nonzero energy transfers.

## The bound and its Lean form

If all $c_j\ge 0$, all inelastic lines satisfy $|w_j|\ge g>0$, and $T>0$, then

$$|A_T-s|\le\frac{2\,(C(0)-s)}{gT}.$$

This is the theorem `elastic_line_error`. Its ingredients correspond to the physics as follows.

- The lines are indexed by a finite type `ι`, and `c w : ι → ℝ` are the weights and frequencies.
- `correlation c w t` is the complex number $C(t)$, `elasticWeight c w` is the real number $s$, and `timeAverage (correlation c w) T` is $A_T$, defined by an actual integral over continuous time.
- The left side is a complex modulus, so it controls the real and imaginary parts of the average together.
- $C(0)$ enters as `(correlation c w 0).re`, which loses nothing because $C(0)$ is real.
- `hc` states that the weights are nonnegative, and `hgap` states the gap condition.

Elastic means $w_j=0$ exactly: a line at a tiny nonzero frequency is inelastic and forces $g$ to be tiny. The gap condition also applies to lines of zero weight, so these are best removed from the list before $g$ is chosen.

The model is a finite set of undamped lines. A continuous spectrum, such as the quasi-elastic broadening caused by diffusion, does not fit it, and neither statistical noise nor a discrete time step enters the estimate.

## The finite-time error, line by line

For $w\neq0$ the function $e^{iwt}/(iw)$ is an antiderivative of $e^{iwt}$, so

$$\int_0^T e^{iwt}\,dt=\frac{e^{iwT}-1}{iw}.$$

For $w=0$ the integrand is one and the integral is $T$. The sum is finite, so it may be integrated term by term. After division by $T$, each elastic line contributes exactly $c_j$, and together these contributions make up $s$. What remains is the exact error

$$A_T-s=\sum_{j:\,w_j\ne0}c_j\,\frac{e^{iw_jT}-1}{iw_jT}.$$

Both $e^{iw_jT}$ and $1$ lie on the unit circle, hence $|e^{iw_jT}-1|\le 2$. The triangle inequality gives

$$|A_T-s|\le\sum_{j:\,w_j\neq0}\frac{2|c_j|}{|w_j|T},$$

for weights of either sign. Now let the weights be nonnegative and use $|w_j|\ge g$:

$$\sum_{j:\,w_j\neq0}\frac{2c_j}{|w_j|T}\le\frac{2}{gT}\sum_{j:\,w_j\neq0}c_j=\frac{2\,(C(0)-s)}{gT}.$$

Some sign condition on the inelastic weights is needed in this last form. Two lines of weights $1$ and $-1$ at frequencies $g$ and $2g$ have $C(0)-s=0$, yet at $T=\pi/g$ the first contributes an error of modulus $2/\pi$ and the second contributes nothing.

## Simulation time, long-time limit and the constant 2

Let $\varepsilon>0$ be the accepted error. The bound is at most $\varepsilon$ as soon as

$$T\ge\frac{2\,(C(0)-s)}{g\,\varepsilon}.$$

With $C(0)=1$, $s=1/2$ and $\varepsilon=0.01$, for example, $T=100/g$ is enough, which is about 16 periods of a line at frequency $g$. If $s$ is not known beforehand, $C(0)$ may be put in place of $C(0)-s$, because $s\ge0$. For a finite, undamped line spectrum this gives a run length that suffices to find the elastic weight to within $\varepsilon$, as far as the finite window is concerned.

The limit $T\to\infty$ needs neither a prescribed $g$ nor a sign condition. Every term $2|c_j|/(|w_j|T)$ tends to zero, and there are finitely many of them, so $A_T\to s$.

The constant 2 is the best possible for the complex average $A_T$. Take an elastic line of weight $a\ge0$ and one inelastic line of weight $b\ge0$ at frequency $g$. At $T=\pi/g$ the phase factor is $e^{i\pi}=-1$, and the error is

$$A_T-s=b\,\frac{-1-1}{i\pi}=\frac{2ib}{\pi}.$$

Its modulus $2b/\pi$ equals $2(C(0)-s)/(gT)$, because $C(0)-s=b$ and $gT=\pi$. For $b>0$ a smaller constant would therefore fail. Equality depends on the window: after a full period, at $T=2\pi/g$, the same formula gives error zero. It also depends on keeping the imaginary part, since the error at $T=\pi/g$ is purely imaginary. As $s$ is real, one may use the real part of $A_T$ alone. By the exact formula, each inelastic line then contributes the error $c_j\sin(w_jT)/(w_jT)$, of modulus at most $c_j/(|w_j|T)$, so the bound for the real part holds with 1 in place of 2.

## The Lean file

```lean
import Mathlib

open Filter Topology

namespace ElasticLine

noncomputable section

variable {ι : Type*} [Fintype ι]

/-- The correlation function `C(t) = ∑ c_j exp(i w_j t)` of finitely many spectral lines
with weights `c_j` and frequencies `w_j`. -/
def correlation (c w : ι → ℝ) (t : ℝ) : ℂ :=
  ∑ j, (c j : ℂ) * Complex.exp (Complex.I * w j * t)

/-- The elastic weight: the total weight of the lines at zero frequency. -/
def elasticWeight (c w : ι → ℝ) : ℝ :=
  ∑ j, if w j = 0 then c j else 0

/-- The average of a signal over the time window `[0, T]`, for `T > 0`. -/
def timeAverage (f : ℝ → ℂ) (T : ℝ) : ℂ :=
  (∫ t in (0 : ℝ)..T, f t) / T

/-- The time integral of a single line of nonzero frequency `w` over the window from `0` to `T`. -/
theorem integral_line {w : ℝ} (hw : w ≠ 0) (T : ℝ) :
    ∫ t in (0 : ℝ)..T, Complex.exp (Complex.I * w * t)
      = (Complex.exp (Complex.I * w * T) - 1) / (Complex.I * w) := by
  have h : Complex.I * (w : ℂ) ≠ 0 :=
    mul_ne_zero Complex.I_ne_zero (Complex.ofReal_ne_zero.mpr hw)
  rw [integral_exp_mul_complex h, Complex.ofReal_zero, mul_zero, Complex.exp_zero]

/-- The exact finite-time error: for `T > 0` the average of `C` over `[0, T]` differs from the
elastic weight by a sum over the lines of nonzero frequency. -/
theorem timeAverage_sub_elasticWeight (c w : ι → ℝ) {T : ℝ} (hT : 0 < T) :
    timeAverage (correlation c w) T - elasticWeight c w
      = ∑ j, if w j = 0 then 0 else
          (c j : ℂ) * ((Complex.exp (Complex.I * w j * T) - 1) / (Complex.I * w j * T)) := by
  have hT' : (T : ℂ) ≠ 0 := Complex.ofReal_ne_zero.mpr hT.ne'
  -- the integral is taken line by line
  have hint : ∫ t in (0 : ℝ)..T, correlation c w t
      = ∑ j, (c j : ℂ) * ∫ t in (0 : ℝ)..T, Complex.exp (Complex.I * w j * t) := by
    unfold correlation
    rw [intervalIntegral.integral_finsetSum]
    · exact Finset.sum_congr rfl fun j _ => intervalIntegral.integral_const_mul _ _
    · intro j _
      exact Continuous.intervalIntegrable (by fun_prop) _ _
  unfold timeAverage elasticWeight
  rw [hint, Finset.sum_div, Complex.ofReal_sum, ← Finset.sum_sub_distrib]
  refine Finset.sum_congr rfl fun j _ => ?_
  by_cases h : w j = 0
  · -- an elastic line averages to its own weight
    simp [h, hT']
  · simp only [if_neg h]
    rw [integral_line h, Complex.ofReal_zero, sub_zero, mul_div_assoc, div_div]

/-- Line-resolved bound: for `T > 0` the average of `C` over `[0, T]` differs from the elastic
weight by at most the sum of `2 |c_j| / (|w_j| T)` over the lines of nonzero frequency `w_j`. -/
theorem norm_error_le_sum (c w : ι → ℝ) {T : ℝ} (hT : 0 < T) :
    ‖timeAverage (correlation c w) T - elasticWeight c w‖
      ≤ ∑ j, if w j = 0 then 0 else 2 * |c j| / (|w j| * T) := by
  rw [timeAverage_sub_elasticWeight c w hT]
  refine norm_sum_le_of_le _ fun j _ => ?_
  by_cases h : w j = 0
  · simp [h]
  · simp only [if_neg h]
    -- two points of the unit circle are at most 2 apart
    have hphase : ‖Complex.exp (Complex.I * w j * T) - 1‖ ≤ 2 := by
      have h1 : Complex.I * (w j : ℂ) * T = ((w j * T : ℝ) : ℂ) * Complex.I := by
        push_cast
        ring
      have h2 := norm_sub_le (Complex.exp (Complex.I * w j * T)) 1
      rw [h1, Complex.norm_exp_ofReal_mul_I, norm_one] at h2
      rw [h1]
      linarith
    simp only [norm_mul, norm_div, Complex.norm_I, one_mul, Complex.norm_real,
      Real.norm_eq_abs, abs_of_pos hT]
    calc |c j| * (‖Complex.exp (Complex.I * w j * T) - 1‖ / (|w j| * T))
        ≤ |c j| * (2 / (|w j| * T)) := by gcongr
      _ = 2 * |c j| / (|w j| * T) := by ring

/-- The real part of `C(0)` minus the elastic weight is the total weight of the lines of nonzero
frequency. -/
theorem inelastic_weight (c w : ι → ℝ) :
    (correlation c w 0).re - elasticWeight c w = ∑ j, if w j = 0 then 0 else c j := by
  simp only [correlation, elasticWeight, Complex.ofReal_zero, mul_zero, Complex.exp_zero,
    mul_one, Complex.re_sum, Complex.ofReal_re]
  rw [← Finset.sum_sub_distrib]
  refine Finset.sum_congr rfl fun j _ => ?_
  split_ifs <;> simp

/-- For nonnegative weights and nonzero frequencies of size at least `g > 0`, the average of `C`
over `[0, T]`, `T > 0`, differs from the elastic weight `s` by at most `2 (C(0) - s) / (g T)`. -/
theorem elastic_line_error (c w : ι → ℝ) {g T : ℝ} (hc : ∀ j, 0 ≤ c j) (hg : 0 < g)
    (hgap : ∀ j, w j ≠ 0 → g ≤ |w j|) (hT : 0 < T) :
    ‖timeAverage (correlation c w) T - elasticWeight c w‖
      ≤ 2 * ((correlation c w 0).re - elasticWeight c w) / (g * T) := by
  rw [inelastic_weight, Finset.mul_sum, Finset.sum_div]
  refine (norm_error_le_sum c w hT).trans (Finset.sum_le_sum fun j _ => ?_)
  by_cases h : w j = 0
  · simp [h]
  · simp only [if_neg h, abs_of_nonneg (hc j)]
    have h1 := hgap j h
    have h2 := hc j
    gcongr

/-- For nonnegative weights and nonzero frequencies of size at least `g > 0`, if `T > 0` is at least
`2 (C(0) - s) / (g ε)`, where `s` is the elastic weight and `ε > 0`, then the average of `C` over
`[0, T]` differs from `s` by at most `ε`. -/
theorem sufficient_simulation_time (c w : ι → ℝ) {g T ε : ℝ} (hc : ∀ j, 0 ≤ c j) (hg : 0 < g)
    (hgap : ∀ j, w j ≠ 0 → g ≤ |w j|) (hT : 0 < T) (hε : 0 < ε)
    (hlong : 2 * ((correlation c w 0).re - elasticWeight c w) / (g * ε) ≤ T) :
    ‖timeAverage (correlation c w) T - elasticWeight c w‖ ≤ ε := by
  refine (elastic_line_error c w hc hg hgap hT).trans ?_
  rw [div_le_iff₀ (mul_pos hg hε)] at hlong
  rw [div_le_iff₀ (mul_pos hg hT)]
  linarith

/-- For finitely many lines with real weights of either sign, the time average of `C` tends to
the elastic weight as the window grows. -/
theorem tendsto_timeAverage (c w : ι → ℝ) :
    Tendsto (fun T => timeAverage (correlation c w) T) atTop
      (𝓝 (elasticWeight c w : ℂ)) := by
  have hlim : Tendsto (fun T : ℝ => ∑ j, if w j = 0 then 0 else 2 * |c j| / (|w j| * T))
      atTop (𝓝 (∑ _j : ι, (0 : ℝ))) := by
    refine tendsto_finsetSum _ fun j _ => ?_
    by_cases h : w j = 0
    · simp [h]
    · simp only [if_neg h]
      exact Tendsto.const_div_atTop (tendsto_id.const_mul_atTop (abs_pos.mpr h)) _
  rw [Finset.sum_const_zero] at hlim
  rw [tendsto_iff_norm_sub_tendsto_zero]
  exact squeeze_zero' (Eventually.of_forall fun _ => norm_nonneg _)
    ((eventually_gt_atTop 0).mono fun _ hT => norm_error_le_sum c w hT) hlim

/-- Sharpness: an elastic line of weight `a` and one line of weight `b ≥ 0` at frequency `g > 0`
attain equality in the error bound at `T = π / g`. -/
theorem elastic_line_error_sharp (a : ℝ) {b g : ℝ} (hb : 0 ≤ b) (hg : 0 < g) :
    ‖timeAverage (correlation ![a, b] ![0, g]) (Real.pi / g) - elasticWeight ![a, b] ![0, g]‖
      = 2 * ((correlation ![a, b] ![0, g] 0).re - elasticWeight ![a, b] ![0, g])
          / (g * (Real.pi / g)) := by
  have hT : g * (Real.pi / g) = Real.pi := mul_div_cancel₀ _ hg.ne'
  -- after half a period the phase factor is -1
  have hphase : Complex.I * (g : ℂ) * ((Real.pi / g : ℝ) : ℂ) = (Real.pi : ℂ) * Complex.I := by
    have h : Complex.I * (g : ℂ) * ((Real.pi / g : ℝ) : ℂ)
        = ((g * (Real.pi / g) : ℝ) : ℂ) * Complex.I := by
      rw [Complex.ofReal_mul]
      ring
    rw [h, hT]
  have h2 : ‖(-1 - 1 : ℂ)‖ = 2 := by norm_num
  rw [timeAverage_sub_elasticWeight _ _ (div_pos Real.pi_pos hg), inelastic_weight, hT]
  simp only [Fin.sum_univ_two, Matrix.cons_val_zero, Matrix.cons_val_one,
    Matrix.cons_val_fin_one, ↓reduceIte, if_neg hg.ne', zero_add, hphase,
    Complex.exp_pi_mul_I, norm_mul, norm_div, h2, Complex.norm_I, mul_one,
    Complex.norm_real, Real.norm_eq_abs, abs_of_nonneg hb, abs_of_pos Real.pi_pos]
  ring

end

end ElasticLine
```

```lean
#print axioms ElasticLine.timeAverage_sub_elasticWeight
#print axioms ElasticLine.sufficient_simulation_time
#print axioms ElasticLine.tendsto_timeAverage
#print axioms ElasticLine.elastic_line_error_sharp
```

```
'ElasticLine.timeAverage_sub_elasticWeight' depends on axioms: [propext, Classical.choice, Quot.sound]
'ElasticLine.sufficient_simulation_time' depends on axioms: [propext, Classical.choice, Quot.sound]
'ElasticLine.tendsto_timeAverage' depends on axioms: [propext, Classical.choice, Quot.sound]
'ElasticLine.elastic_line_error_sharp' depends on axioms: [propext, Classical.choice, Quot.sound]
```

## From one integral to the exact error

`integral_line` is the integral of a single inelastic line. Mathlib's `integral_exp_mul_complex` supplies the antiderivative once the coefficient $iw$ is known to be nonzero, and the rewriting that follows evaluates the lower limit.

`timeAverage_sub_elasticWeight` is the exact error formula. The inner statement `hint` exchanges integral and sum, which requires each term to be integrable; this follows from continuity. The average and the elastic weight are then combined into one sum over all lines, and `by_cases h : w j = 0` treats the two kinds of line separately. For an elastic line the two contributions cancel. For an inelastic line `integral_line` applies.

The restricted sums of the derivation appear in Lean as sums over all lines, with a summand of the form `if w j = 0 then 0 else …`. Both sides of each comparison thus run over the same index set and can be compared line by line.

## From the exact error to the bound

`norm_error_le_sum` starts from the exact formula and applies the triangle inequality through `norm_sum_le_of_le`, which leaves one estimate per line. The statement `hphase` is $|e^{iw_jT}-1|\le2$. It is obtained by writing the exponent as a real number times $i$, so that the exponential has modulus one. The closing `calc` block inserts this estimate and rearranges the fraction.

`inelastic_weight` identifies $C(0)-s$ with the sum of the inelastic weights, again by comparing two sums term by term. It needs no sign condition.

`elastic_line_error` rewrites the right side with `inelastic_weight` and distributes the factor $2/(gT)$ over the sum. The line-resolved bound is then compared with it term by term. Elastic lines give zero on both sides, and for inelastic lines the gap is used.

## How `gcongr` uses the gap and the signs

After `abs_of_nonneg (hc j)` has replaced $|c_j|$ by $c_j$, the remaining inequality for an inelastic line is

$$\frac{2c_j}{|w_j|\,T}\le\frac{2c_j}{g\,T}.$$

The tactic `gcongr` compares the two sides as patterns. They agree everywhere except that $|w_j|$ stands on the left where $g$ stands on the right. Since this place is in a denominator, the inequality reverses there, and the tactic reduces the goal to $g\le|w_j|$. That is `h1`, the gap condition for line $j$.

The reduction is valid only under side conditions: the numerator must be nonnegative, the smaller denominator positive, and the common factor $T$ nonnegative. `gcongr` discharges these automatically from `h2`, `hg` and `hT`. This is why the proof first specialises the general hypotheses to the line at hand with `have h1 := hgap j h` and `have h2 := hc j`. The physical assumptions of the theorem thus meet in a single tactic call: the gap supplies the inequality, and the signs of $c_j$, $g$ and $T$ permit its use.

## The three consequences in Lean

`sufficient_simulation_time` chains the main bound with the condition `hlong` on $T$. Both fractions are cleared with `div_le_iff₀`, whose positivity requirements are met by $g$, $\varepsilon$ and $T$, and `linarith` compares the results.

`tendsto_timeAverage` first shows that the line-resolved bound tends to zero, one term at a time. The modulus of the error lies between zero and that bound for all $T>0$, hence for all sufficiently large $T$, and `squeeze_zero'` gives the limit.

`elastic_line_error_sharp` describes the two lines by the vectors `![a, b]` and `![0, g]`. The statement `hphase` now says that the exponent at $T=\pi/g$ is $i\pi$. The exact error formula turns the left side into a two-term sum, `Complex.exp_pi_mul_I` evaluates the phase factor as $-1$, and both sides reduce to $2b/\pi$.
